# A matrix pseudo-Hermitian with respect to an invertible η has a characteristic polynomial with real coefficients

For a finite complex matrix `H` and an invertible matrix `η` with ηH = H†η, `charpoly_conj` states that conjugating the coefficients of the characteristic polynomial of `H` leaves the polynomial unchanged. In physical terms, the non-real eigenvalues of such a finite-dimensional Hamiltonian come in complex-conjugate pairs with equal algebraic multiplicities. Neither `H` nor `η` is assumed Hermitian, and `η` need not be positive. The attempt writes `η` as a unit `U`, derives H† = UHU⁻¹, identifies the conjugated polynomial with that of H†, and then uses the invariance of the characteristic polynomial under similarity.

This version doesn't compile in Lean 4 with Mathlib:

```lean
import Mathlib

open Matrix
open scoped ComplexConjugate

namespace PseudoHermitian

noncomputable section

variable {n : Type*} [Fintype n] [DecidableEq n]

/-- The matrix `H` is pseudo-Hermitian with respect to `η` when `η H = H† η`. -/
def IsPseudoHermitian (η H : Matrix n n ℂ) : Prop := η * H = Hᴴ * η

/-- The characteristic polynomial of a matrix that is pseudo-Hermitian with respect to an
invertible `η` is unchanged by complex conjugation of its coefficients. -/
theorem charpoly_conj {η H : Matrix n n ℂ} (hη : IsUnit η) (h : IsPseudoHermitian η H) :
    H.charpoly.map (starRingEnd ℂ) = H.charpoly := by
  obtain ⟨U, rfl⟩ := hη
  have h' : (U : Matrix n n ℂ) * H = Hᴴ * (U : Matrix n n ℂ) := h
  -- `H†` is similar to `H`
  have hsim : (U : Matrix n n ℂ) * H * (↑U⁻¹ : Matrix n n ℂ) = Hᴴ := by
    rw [h', mul_assoc, Units.mul_inv, mul_one]
  have hadj : Hᴴ = (Hᵀ).map (starRingEnd ℂ) := rfl
  calc H.charpoly.map (starRingEnd ℂ) = (Hᴴ).charpoly := by
        rw [hadj, Matrix.charpoly_map, Matrix.charpoly_transpose]
    _ = H.charpoly := by rw [← hsim, Matrix.charpoly_units_conj]

end

end PseudoHermitian
```

Messages:

```
Main.lean:27:37: error: Tactic `rewrite` failed: Did not find an occurrence of the pattern
  (↑?M * ?N * (↑?M)⁻¹).charpoly
in the target expression
  (↑U * H * ↑U⁻¹).charpoly = H.charpoly

n : Type u_1
inst✝¹ : Fintype n
inst✝ : DecidableEq n
H : Matrix n n ℂ
U : (Matrix n n ℂ)ˣ
h : IsPseudoHermitian (↑U) H
h' : ↑U * H = Hᴴ * ↑U
hsim : ↑U * H * ↑U⁻¹ = Hᴴ
hadj : Hᴴ = Hᵀ.map ⇑(starRingEnd ℂ)
⊢ (↑U * H * ↑U⁻¹).charpoly = H.charpoly
```

Diagnosis. The error is in the last step of the `calc` block. The rewrite `← hsim` has already succeeded, leaving the goal `(↑U * H * ↑U⁻¹).charpoly = H.charpoly`. The next lemma, `Matrix.charpoly_units_conj`, looks for `(↑?M * ?N * (↑?M)⁻¹).charpoly`, and Lean finds no occurrence of it.

The difference is in where the inverse is taken. In the goal, `↑U⁻¹` is the inverse taken in the group of units and then coerced to a matrix. In the lemma, `(↑?M)⁻¹` is the matrix inverse of the coerced unit. The two are equal, but they are different expressions, and `rw` does not identify them here.

The repair inserts `Matrix.coe_units_inv`, which rewrites `↑U⁻¹` as `(↑U)⁻¹`. The goal then has the form the lemma expects, and the similarity rewrite turns the left side into `H.charpoly`, so that `rw` closes the goal by reflexivity. Moving the `rw` to its own line is mere tidying.

The repair, with which the file compiles:

```diff
@@ -25,5 +25,6 @@
   calc H.charpoly.map (starRingEnd ℂ) = (Hᴴ).charpoly := by
         rw [hadj, Matrix.charpoly_map, Matrix.charpoly_transpose]
-    _ = H.charpoly := by rw [← hsim, Matrix.charpoly_units_conj]
+    _ = H.charpoly := by
+        rw [← hsim, Matrix.coe_units_inv, Matrix.charpoly_units_conj]
 
 end
```
